# A lossless, reflectionless four-port without reciprocity can connect every port to every other

The declaration concerns a linear device with four ports, described by one explicit 4 × 4 scattering matrix whose amplitudes are real and change sign when source and receiver are exchanged. It states that this matrix is unitary, so that the device is lossless, and that an entry is zero exactly when it lies on the diagonal. No port reflects, therefore, and a signal entering at any port reaches all three others. The attempt checks both claims by cases on the indices, computing for the first every entry of the product of the matrix with its conjugate transpose.

The failing Lean file:

```lean
import Mathlib

open Matrix ComplexConjugate

namespace NonreciprocalNoIsolation

/-- A scattering matrix whose amplitudes change sign when source and receiver are
exchanged. -/
noncomputable def nonreciprocal : Matrix (Fin 4) (Fin 4) ℂ :=
  !![0, 1/3, 2/3, 2/3; -1/3, 0, 2/3, -2/3; -2/3, -2/3, 0, 1/3; -2/3, 2/3, -1/3, 0]

/-- Without reciprocity isolation can fail: this four-port is lossless, and its scattering
amplitudes vanish for reflection and for nothing else, so that every port is connected to every
other. -/
theorem nonreciprocal_no_isolation :
    nonreciprocal ∈ Matrix.unitaryGroup (Fin 4) ℂ ∧
      ∀ i j, nonreciprocal i j = 0 ↔ i = j := by
  constructor
  · rw [Matrix.mem_unitaryGroup_iff]
    ext i j
    fin_cases i <;> fin_cases j <;>
      norm_num [nonreciprocal, Matrix.mul_apply, Matrix.star_apply, Fin.sum_univ_four]
  · intro i j
    fin_cases i <;> fin_cases j <;> norm_num [nonreciprocal]

end NonreciprocalNoIsolation
```

The error:

```
Main.lean:19:2: error: unsolved goals
case left.«0».«0»
⊢ 1 / 3 * ((starRingEnd ℂ) 3)⁻¹ + ![0, 1 / 3, 2 / 3, 2 / 3] 2 * (starRingEnd ℂ) (![0, 1 / 3, 2 / 3, 2 / 3] 2) +
      ![0, 1 / 3, 2 / 3, 2 / 3] 3 * (starRingEnd ℂ) (![0, 1 / 3, 2 / 3, 2 / 3] 3) =
    1

case left.«0».«1»
⊢ ![0, 1 / 3, 2 / 3, 2 / 3] 2 * (starRingEnd ℂ) (![-(1 / 3), 0, 2 / 3, -(2 / 3)] 2) +
      ![0, 1 / 3, 2 / 3, 2 / 3] 3 * (starRingEnd ℂ) (![-(1 / 3), 0, 2 / 3, -(2 / 3)] 3) =
    0

case left.«0».«2»
⊢ -(1 / 3 * ((starRingEnd ℂ) 2 / (starRingEnd ℂ) 3)) +
        ![0, 1 / 3, 2 / 3, 2 / 3] 2 * (starRingEnd ℂ) (![-(2 / 3), -(2 / 3), 0, 1 / 3] 2) +
      ![0, 1 / 3, 2 / 3, 2 / 3] 3 * (starRingEnd ℂ) (![-(2 / 3), -(2 / 3), 0, 1 / 3] 3) =
    0

case left.«0».«3»
⊢ 1 / 3 * ((starRingEnd ℂ) 2 / (starRingEnd ℂ) 3) +
        ![0, 1 / 3, 2 / 3, 2 / 3] 2 * (starRingEnd ℂ) (![-(2 / 3), 2 / 3, -(1 / 3), 0] 2) +
      ![0, 1 / 3, 2 / 3, 2 / 3] 3 * (starRingEnd ℂ) (![-(2 / 3), 2 / 3, -(1 / 3), 0] 3) =
    0

case left.«1».«0»
⊢ ![-(1 / 3), 0, 2 / 3, -(2 / 3)] 2 * (starRingEnd ℂ) (![0, 1 / 3, 2 / 3, 2 / 3] 2) +
      ![-(1 / 3), 0, 2 / 3, -(2 / 3)] 3 * (starRingEnd ℂ) (![0, 1 / 3, 2 / 3, 2 / 3] 3) =
    0

case left.«1».«1»
⊢ 1 / 3 * ((starRingEnd ℂ) 3)⁻¹ +
        ![-(1 / 3), 0, 2 / 3, -(2 / 3)] 2 * (starRingEnd ℂ) (![-(1 / 3), 0, 2 / 3, -(2 / 3)] 2) +
      ![-(1 / 3), 0, 2 / 3, -(2 / 3)] 3 * (starRingEnd ℂ) (![-(1 / 3), 0, 2 / 3, -(2 / 3)] 3) =
    1

case left.«1».«2»
⊢ 1 / 3 * ((starRingEnd ℂ) 2 / (starRingEnd ℂ) 3) +
        ![-(1 / 3), 0, 2 / 3, -(2 / 3)] 2 * (starRingEnd ℂ) (![-(2 / 3), -(2 / 3), 0, 1 / 3] 2) +
      ![-(1 / 3), 0, 2 / 3, -(2 / 3)] 3 * (starRingEnd ℂ) (![-(2 / 3), -(2 / 3), 0, 1 / 3] 3) =
    0

case left.«1».«3»
⊢ 1 / 3 * ((starRingEnd ℂ) 2 / (starRingEnd ℂ) 3) +
        ![-(1 / 3), 0, 2 / 3, -(2 / 3)] 2 * (starRingEnd ℂ) (![-(2 / 3), 2 / 3, -(1 / 3), 0] 2) +
      ![-(1 / 3), 0, 2 / 3, -(2 / 3)] 3 * (starRingEnd ℂ) (![-(2 / 3), 2 / 3, -(1 / 3), 0] 3) =
    0

case left.«2».«0»
⊢ -(2 / 3 * ((starRingEnd ℂ) 3)⁻¹) + ![-(2 / 3), -(2 / 3), 0, 1 / 3] 2 * (starRingEnd ℂ) (![0, 1 / 3, 2 / 3, 2 / 3] 2) +
      ![-(2 / 3), -(2 / 3), 0, 1 / 3] 3 * (starRingEnd ℂ) (![0, 1 / 3, 2 / 3, 2 / 3] 3) =
    0

case left.«2».«1»
⊢ 2 / 3 * ((starRingEnd ℂ) 3)⁻¹ +
        ![-(2 / 3), -(2 / 3), 0, 1 / 3] 2 * (starRingEnd ℂ) (![-(1 / 3), 0, 2 / 3, -(2 / 3)] 2) +
      ![-(2 / 3), -(2 / 3), 0, 1 / 3] 3 * (starRingEnd ℂ) (![-(1 / 3), 0, 2 / 3, -(2 / 3)] 3) =
    0

case left.«2».«2»
⊢ 2 / 3 * ((starRingEnd ℂ) 2 / (starRingEnd ℂ) 3) + 2 / 3 * ((starRingEnd ℂ) 2 / (starRingEnd ℂ) 3) +
        ![-(2 / 3), -(2 / 3), 0, 1 / 3] 2 * (starRingEnd ℂ) (![-(2 / 3), -(2 / 3), 0, 1 / 3] 2) +
      ![-(2 / 3), -(2 / 3), 0, 1 / 3] 3 * (starRingEnd ℂ) (![-(2 / 3), -(2 / 3), 0, 1 / 3] 3) =
    1

case left.«2».«3»
⊢ ![-(2 / 3), -(2 / 3), 0, 1 / 3] 2 * (starRingEnd ℂ) (![-(2 / 3), 2 / 3, -(1 / 3), 0] 2) +
      ![-(2 / 3), -(2 / 3), 0, 1 / 3] 3 * (starRingEnd ℂ) (![-(2 / 3), 2 / 3, -(1 / 3), 0] 3) =
    0

case left.«3».«0»
⊢ 2 / 3 * ((starRingEnd ℂ) 3)⁻¹ + ![-(2 / 3), 2 / 3, -(1 / 3), 0] 2 * (starRingEnd ℂ) (![0, 1 / 3, 2 / 3, 2 / 3] 2) +
      ![-(2 / 3), 2 / 3, -(1 / 3), 0] 3 * (starRingEnd ℂ) (![0, 1 / 3, 2 / 3, 2 / 3] 3) =
    0

case left.«3».«1»
⊢ 2 / 3 * ((starRingEnd ℂ) 3)⁻¹ +
        ![-(2 / 3), 2 / 3, -(1 / 3), 0] 2 * (starRingEnd ℂ) (![-(1 / 3), 0, 2 / 3, -(2 / 3)] 2) +
      ![-(2 / 3), 2 / 3, -(1 / 3), 0] 3 * (starRingEnd ℂ) (![-(1 / 3), 0, 2 / 3, -(2 / 3)] 3) =
    0

case left.«3».«2»
⊢ ![-(2 / 3), 2 / 3, -(1 / 3), 0] 2 * (starRingEnd ℂ) (![-(2 / 3), -(2 / 3), 0, 1 / 3] 2) +
      ![-(2 / 3), 2 / 3, -(1 / 3), 0] 3 * (starRingEnd ℂ) (![-(2 / 3), -(2 / 3), 0, 1 / 3] 3) =
    0

case left.«3».«3»
⊢ 2 / 3 * ((starRingEnd ℂ) 2 / (starRingEnd ℂ) 3) + 2 / 3 * ((starRingEnd ℂ) 2 / (starRingEnd ℂ) 3) +
        ![-(2 / 3), 2 / 3, -(1 / 3), 0] 2 * (starRingEnd ℂ) (![-(2 / 3), 2 / 3, -(1 / 3), 0] 2) +
      ![-(2 / 3), 2 / 3, -(1 / 3), 0] 3 * (starRingEnd ℂ) (![-(2 / 3), 2 / 3, -(1 / 3), 0] 3) =
    1
```

Lean accepts the file once it reads:

```diff
@@ -17,8 +17,13 @@
       ∀ i j, nonreciprocal i j = 0 ↔ i = j := by
   constructor
-  · rw [Matrix.mem_unitaryGroup_iff]
+  · -- the matrix is real and antisymmetric
+    have hstar : star nonreciprocal = -nonreciprocal := by
+      ext i j
+      fin_cases i <;> fin_cases j <;>
+        simp [nonreciprocal, Matrix.star_apply] <;> norm_num
+    rw [Matrix.mem_unitaryGroup_iff, hstar]
     ext i j
     fin_cases i <;> fin_cases j <;>
-      norm_num [nonreciprocal, Matrix.mul_apply, Matrix.star_apply, Fin.sum_univ_four]
+      simp [nonreciprocal, Matrix.mul_apply, Fin.sum_univ_four] <;> norm_num
   · intro i j
     fin_cases i <;> fin_cases j <;> norm_num [nonreciprocal]
```

What went wrong. The error lies in the unitarity half, where all sixteen entries of the product are left unproved. The remaining equations are true, but `norm_num` has not finished the arithmetic, for two reasons. It has not looked up the vector entries at the literal indices `2` and `3`, which come from expanding the sum with `Fin.sum_univ_four`. In many of the goals it has also left conjugates of plain numbers, such as `(starRingEnd ℂ) 3`, unevaluated.

The repair first proves `hstar`, that the conjugate transpose is the negative of the matrix. Conjugation is dealt with there, one entry at a time, by `simp` followed by `norm_num`. Rewriting with `hstar` then leaves a product with no conjugates in it, so `Matrix.star_apply` is no longer needed in the final step. That step now also calls `simp` before `norm_num`: `simp` looks up the entries that `norm_num` had left standing, and `norm_num` does whatever arithmetic remains.
